# The advanced Green function of a Hermitian matrix Hamiltonian is the adjoint of the retarded one with its times exchanged

The theorem `advanced_eq_retarded_adjoint` states that Gᴬ(t,s) = Gᴿ(s,t)† for any real times t and s. The Hamiltonian H is a finite, time-independent Hermitian matrix, the evolution operator is U(t) = exp(−iHt), and no self-energy enters; both Green functions are set to zero at equal times. The attempt first proves, as `hU`, that the adjoint of U(s−t) is U(t−s), by taking the adjoint inside the exponential and comparing exponents. It then unfolds the two definitions and treats the cases t < s and its negation separately.

Lean 4 with Mathlib refuses this proof:

```lean
import Mathlib

open Matrix

namespace KeldyshKadanoffBaymAnsatz

noncomputable section

variable {n : Type*} [Fintype n] [DecidableEq n]

/-- The evolution operator `U(t) = exp(-iHt)`. -/
def evol (H : Matrix n n ℂ) (t : ℝ) : Matrix n n ℂ :=
  NormedSpace.exp (t • ((-Complex.I) • H))

/-- The retarded Green function: `-i U(t-s)` for `t > s`, and zero otherwise. -/
def retarded (H : Matrix n n ℂ) (t s : ℝ) : Matrix n n ℂ :=
  if s < t then (-Complex.I) • evol H (t - s) else 0

/-- The advanced Green function: `i U(t-s)` for `t < s`, and zero otherwise. -/
def advanced (H : Matrix n n ℂ) (t s : ℝ) : Matrix n n ℂ :=
  if t < s then Complex.I • evol H (t - s) else 0

/-- For a Hermitian Hamiltonian the advanced function is the adjoint of the retarded
function with its times exchanged. -/
theorem advanced_eq_retarded_adjoint {H : Matrix n n ℂ} (hH : H.IsHermitian) (t s : ℝ) :
    advanced H t s = (retarded H s t)ᴴ := by
  have hU : (evol H (s - t))ᴴ = evol H (t - s) := by
    unfold evol
    rw [← Matrix.exp_conjTranspose, ← neg_sub s t]
    congr 1
    rw [Matrix.conjTranspose_smul, Matrix.conjTranspose_smul, hH.eq]
    simp
  unfold advanced retarded
  split_ifs
  · rw [Matrix.conjTranspose_smul, hU]
    simp
  · simp

end

end KeldyshKadanoffBaymAnsatz
```

Lean reports:

```
Main.lean:27:50: error: unsolved goals
n : Type u_1
inst✝¹ : Fintype n
inst✝ : DecidableEq n
H : Matrix n n ℂ
hH : H.IsHermitian
t s : ℝ
⊢ (s - t) • Complex.I • H = -((t - s) • Complex.I • H)
```

Cause. The message says that the proof of `hU` ends with a goal still open: (s − t)·iH = −((t − s)·iH). The equation is true, since −(t − s) = s − t, but `simp` stops short of it.

Before `simp`, the rewrite with `← neg_sub s t` had turned t − s on the right into −(s − t), so that this minus sign could cancel the one in −i. `simp` simplifies −(s − t) back to t − s, which undoes that preparation, and moves the minus sign of −i to the front of the whole product. The two sides then differ by the order of the subtraction and an outer sign, and `simp` does not bring them together.

The added line does so in two steps. `← neg_smul` moves the outer minus sign onto the real scalar, giving (−(t − s))·iH, and `neg_sub` turns −(t − s) into s − t. The two sides are then identical, and `rw` closes the goal by reflexivity.

This version goes through:

```diff
@@ -31,4 +31,5 @@
     rw [Matrix.conjTranspose_smul, Matrix.conjTranspose_smul, hH.eq]
     simp
+    rw [← neg_smul, neg_sub]
   unfold advanced retarded
   split_ifs
```
